# Logarithmic divergence of the static response of a perfectly nested band with constant density of states

Before a static susceptibility computed with Fermi–Dirac smearing is extrapolated to zero temperature, one has to know whether the limit exists. For non-interacting electrons in a perfectly nested band with constant density of states it does not: the response at the nesting vector grows without bound, as the logarithm of the inverse temperature.

## Occupations, pairs and the nested band

Energies $e$ are measured from the chemical potential and $k_B=1$, so the temperature $T>0$ is an energy; it may equally be a smearing width. The occupation `fermi T e` is

$$f_T(e)=\frac{1}{1+\exp(e/T)}.$$

```lean
import Mathlib

open MeasureTheory Filter Topology Set

namespace PerfectNesting

noncomputable section

/-- Fermi occupation at temperature `T ≠ 0` (in energy units) of a level at energy `e`
measured from the chemical potential. -/
def fermi (T e : ℝ) : ℝ := 1 / (1 + Real.exp (e / T))
```

Two levels at distinct energies $a$ and $b$, coupled by a static perturbation with unit matrix element, respond by `pairResponse T a b`, written here as

$$p_T(a,b)=\frac{f_T(a)-f_T(b)}{b-a}.$$

This is the magnitude of the off-diagonal density-matrix element that the perturbation induces, to first order and per unit strength. The sign convention makes it positive, and there is no spin factor.

```lean
/-- Static response of a pair of levels with distinct energies `a ≠ b`, at unit coupling:
the difference of occupations divided by the difference of energies. -/
def pairResponse (T a b : ℝ) : ℝ := (fermi T a - fermi T b) / (b - a)
```

Perfect nesting means that one wave vector $Q$ connects every state at energy $e$ to a state at $-e$, as $Q=\pi/a_0$ does in a half-filled nearest-neighbour chain with lattice constant $a_0$. This is assumed for the whole band $(-W,W)$, as is a density of states equal to one, which the chain itself does not have. The total response `nestedResponse T W` is

$$\chi(T,W)=\int_{-W}^{W}p_T(-e,e)\,de.$$

```lean
/-- Static response of a perfectly nested band of unit density of states on `(-W, W)`:
each level at energy `e` is coupled to a level at energy `-e`. The integrand is meant
for `e ≠ 0`. -/
def nestedResponse (T W : ℝ) : ℝ := ∫ e in (-W)..W, pairResponse T (-e) e
```

## (a) The hyperbolic tangent from one exponential

Write $\tanh x$ in terms of $\exp(2x)$ alone:

$$\tanh x=\frac{\exp(2x)-1}{\exp(2x)+1}.$$

**Solution.** Multiply the numerator and denominator of $(\exp x-\exp(-x))/(\exp x+\exp(-x))$ by $\exp x$. Lean cross-multiplies and closes the identity with $\exp(x)\exp(-x)=1$, called `hab`.

```lean
/-- The hyperbolic tangent written through a single exponential. -/
theorem tanh_eq_exp (x : ℝ) :
    Real.tanh x = (Real.exp (2 * x) - 1) / (Real.exp (2 * x) + 1) := by
  have hab : Real.exp x * Real.exp (-x) = 1 := by
    rw [← Real.exp_add, add_neg_cancel, Real.exp_zero]
  rw [Real.tanh_eq_sinh_div_cosh, Real.sinh_eq, Real.cosh_eq, two_mul, Real.exp_add,
    div_eq_div_iff (by positivity) (by positivity)]
  linear_combination (-Real.exp x) * hab
```

## (b) Elementary bounds on tanh

For $x\ge 0$, enclose $\tanh x$ between simple functions:

$$\frac{x}{1+x}\le\tanh x,\qquad \tanh x\le x,\qquad \tanh x\le 1.$$

**Solution.** Put $u=\exp(2x)$. By (a), the first inequality reads $x(u+1)\le(u-1)(1+x)$, which simplifies to $1+2x\le u$, the tangent-line bound for the exponential.

For the second, let $g(y)=y\cosh y-\sinh y$. Then $g(0)=0$ and $g'(y)=y\sinh y\ge0$ for $y\ge 0$, so $g(x)\ge0$. Dividing $\sinh x\le x\cosh x$ by $\cosh x$ gives the claim. The third is $u-1\le u+1$.

The three bullets of the proof are these three arguments; `hd` is the derivative of $g$ and `hm` its monotonicity.

```lean
/-- For `x ≥ 0` the hyperbolic tangent lies above `x / (1 + x)` and below both `x` and `1`. -/
theorem tanh_bounds {x : ℝ} (hx : 0 ≤ x) :
    x / (1 + x) ≤ Real.tanh x ∧ Real.tanh x ≤ x ∧ Real.tanh x ≤ 1 := by
  refine ⟨?_, ?_, ?_⟩
  · have h := Real.add_one_le_exp (2 * x)
    rw [tanh_eq_exp, div_le_div_iff₀ (by positivity) (by positivity)]
    nlinarith
  · -- `x cosh x - sinh x` has derivative `x sinh x ≥ 0` and vanishes at zero
    have hd : ∀ y : ℝ, HasDerivAt (fun y => y * Real.cosh y - Real.sinh y)
        (y * Real.sinh y) y := fun y =>
      (((hasDerivAt_id' y).fun_mul (Real.hasDerivAt_cosh y)).fun_sub
        (Real.hasDerivAt_sinh y)).congr_deriv (by ring)
    have hm : MonotoneOn (fun y => y * Real.cosh y - Real.sinh y) (Ici 0) := by
      refine monotoneOn_of_deriv_nonneg (convex_Ici 0)
        (fun y _ => (hd y).continuousAt.continuousWithinAt)
        (fun y _ => (hd y).differentiableAt.differentiableWithinAt) ?_
      intro y hy
      rw [interior_Ici] at hy
      have hy0 : 0 ≤ y := le_of_lt hy
      rw [(hd y).deriv]
      exact mul_nonneg hy0 (Real.sinh_nonneg_iff.mpr hy0)
    have h := hm (mem_Ici.mpr le_rfl) (mem_Ici.mpr hx) hx
    simp only [zero_mul, Real.sinh_zero, sub_zero] at h
    rw [Real.tanh_eq_sinh_div_cosh, div_le_iff₀ (Real.cosh_pos x)]
    linarith
  · rw [tanh_eq_exp, div_le_one (by positivity)]
    linarith
```

## (c) Occupation difference of a symmetric pair

Find the difference in occupation between levels at $-e$ and $e$:

$$f_T(-e)-f_T(e)=\tanh\frac{e}{2T}.$$

**Solution.** With $v=\exp(e/T)$,

$$\frac{1}{1+1/v}-\frac{1}{1+v}=\frac{v}{v+1}-\frac{1}{v+1}=\frac{v-1}{v+1},$$

which is (a) at $x=e/(2T)$. In Lean, `h1` rewrites the first fraction and `h2` identifies $2x$ with $e/T$.

```lean
/-- The occupations of two levels placed symmetrically about the chemical potential differ
by `tanh (e / (2T))`. -/
theorem fermi_neg_sub (T e : ℝ) :
    fermi T (-e) - fermi T e = Real.tanh (e / (2 * T)) := by
  have h2 : 2 * (e / (2 * T)) = e / T := by ring
  have h1 : 1 / (1 + (Real.exp (e / T))⁻¹) = Real.exp (e / T) / (Real.exp (e / T) + 1) := by
    rw [div_eq_div_iff (by positivity) (by positivity)]
    have h := mul_inv_cancel₀ (Real.exp_pos (e / T)).ne'
    linear_combination -h
  rw [tanh_eq_exp, h2, fermi, fermi, neg_div, Real.exp_neg, h1,
    add_comm 1 (Real.exp (e / T)), ← sub_div]
```

## (d) Response of one nested pair

For $T>0$ and $e\ne0$, evaluate the pair response and show that it is positive:

$$p_T(-e,e)=\frac{\tanh(e/(2T))}{2e}>0.$$

**Solution.** The energy denominator is $e-(-e)=2e$, and (c) supplies the numerator. Since $\tanh$ has the sign of its argument, numerator and denominator are both positive or both negative. Lean treats the two signs of $e$ separately, through the sign of $\sinh$.

Evaluated literally in floating-point arithmetic, the difference quotient loses accuracy when the two energies are nearly equal, because nearly equal occupations are subtracted. For this pair the form with $\tanh$ avoids that subtraction and leaves only $e=0$ to be treated separately; the limit as $e\to0$ is $1/(4T)$.

```lean
/-- At temperature `T > 0` a nested pair at energies `-e` and `e`, with `e ≠ 0`, has the
response `tanh (e / (2T)) / (2e)`, and this is strictly positive. -/
theorem pairResponse_nested {T e : ℝ} (hT : 0 < T) (he : e ≠ 0) :
    pairResponse T (-e) e = Real.tanh (e / (2 * T)) / (2 * e) ∧
      0 < pairResponse T (-e) e := by
  have h : pairResponse T (-e) e = Real.tanh (e / (2 * T)) / (2 * e) := by
    rw [pairResponse, fermi_neg_sub, sub_neg_eq_add, ← two_mul]
  refine ⟨h, ?_⟩
  rw [h, Real.tanh_eq_sinh_div_cosh]
  rcases lt_or_gt_of_ne he with hn | hp
  · have hs := Real.sinh_neg_iff.mpr (div_neg_of_neg_of_pos hn (by positivity : 0 < 2 * T))
    exact div_pos_of_neg_of_neg (div_neg_of_neg_of_pos hs (Real.cosh_pos _)) (by linarith)
  · have hs := Real.sinh_pos_iff.mpr (div_pos hp (by positivity : 0 < 2 * T))
    exact div_pos (div_pos hs (Real.cosh_pos _)) (by linarith)
```

## (e) A bounded, integrable kernel

Let $K_T(e)=\tanh(e/(2T))/e$. For $T>0$, show that it is integrable over every finite interval, because

$$|K_T(e)|\le\frac{1}{2T}.$$

**Solution.** For $e>0$, (b) gives $0\le\tanh(e/(2T))\le e/(2T)$; divide by $e$. Since $K_T(-e)=K_T(e)$, the bound also holds for $e<0$. A bounded measurable function is integrable over a finite interval.

The Lean theorem states both facts. `pos` and `bound` follow the two steps, and `mono_fun'` then compares the kernel with the constant $1/(2T)$.

```lean
/-- At temperature `T > 0` the kernel `tanh (e / (2T)) / e` is bounded by `1 / (2T)` and is
integrable over every finite energy window. -/
theorem kernel_integrable {T : ℝ} (hT : 0 < T) :
    (∀ e : ℝ, ‖Real.tanh (e / (2 * T)) / e‖ ≤ 1 / (2 * T)) ∧
    ∀ a b : ℝ, IntervalIntegrable (fun e => Real.tanh (e / (2 * T)) / e) volume a b := by
  have pos : ∀ e : ℝ, 0 < e → ‖Real.tanh (e / (2 * T)) / e‖ ≤ 1 / (2 * T) := by
    intro e he
    have hx : 0 ≤ e / (2 * T) := by positivity
    obtain ⟨h1, h2, -⟩ := tanh_bounds hx
    have h0 : 0 ≤ Real.tanh (e / (2 * T)) := le_trans (by positivity) h1
    rw [Real.norm_of_nonneg (div_nonneg h0 he.le), div_le_iff₀ he]
    calc Real.tanh (e / (2 * T)) ≤ e / (2 * T) := h2
      _ = 1 / (2 * T) * e := by ring
  have bound : ∀ e : ℝ, ‖Real.tanh (e / (2 * T)) / e‖ ≤ 1 / (2 * T) := by
    intro e
    rcases lt_trichotomy e 0 with h | h | h
    · have h' := pos (-e) (by linarith)
      rwa [neg_div, Real.tanh_neg, neg_div_neg_eq] at h'
    · rw [h, div_zero, norm_zero]
      positivity
    · exact pos e h
  refine ⟨bound, fun a b => ?_⟩
  have hc : Continuous Real.tanh := by
    have h : Real.tanh = fun x => Real.sinh x / Real.cosh x :=
      funext Real.tanh_eq_sinh_div_cosh
    rw [h]
    exact Real.continuous_sinh.div Real.continuous_cosh (fun x => (Real.cosh_pos x).ne')
  have hm : Measurable (fun e : ℝ => Real.tanh (e / (2 * T)) / e) :=
    (hc.measurable.comp (measurable_id.div_const (2 * T))).div measurable_id
  exact (intervalIntegrable_const (c := 1 / (2 * T))).mono_fun' hm.aestronglyMeasurable
    (Eventually.of_forall bound)
```

## (f) Folding the band onto positive energies

For $T>0$, reduce the response to an integral over half the band:

$$\chi(T,W)=\int_0^W\frac{\tanh(e/(2T))}{e}\,de.$$

**Solution.** By (d), the integrand of $\chi$ is $\tfrac12K_T(e)$. Split the integral at zero and substitute $e\to-e$ in the lower half. As $K_T$ is even, the halves are equal, and together they cancel the factor $\tfrac12$. In the code these are `key`, `even` and `integral_comp_neg`.

```lean
/-- At temperature `T > 0` the response of the nested band is the integral of
`tanh (e / (2T)) / e` from `0` to `W`. -/
theorem nestedResponse_eq {T : ℝ} (hT : 0 < T) (W : ℝ) :
    nestedResponse T W = ∫ e in (0 : ℝ)..W, Real.tanh (e / (2 * T)) / e := by
  have key : ∀ e : ℝ, pairResponse T (-e) e = 1 / 2 * (Real.tanh (e / (2 * T)) / e) := by
    intro e
    rw [pairResponse, fermi_neg_sub, sub_neg_eq_add, ← two_mul]
    ring
  have even : ∀ e : ℝ, Real.tanh (-e / (2 * T)) / -e = Real.tanh (e / (2 * T)) / e := by
    intro e
    rw [neg_div, Real.tanh_neg, neg_div_neg_eq]
  -- the two halves of the band contribute equally
  have h := intervalIntegral.integral_comp_neg (a := 0) (b := W)
    (fun e : ℝ => Real.tanh (e / (2 * T)) / e)
  simp only [even, neg_zero] at h
  have hi := (kernel_integrable hT).2
  simp only [nestedResponse, key]
  rw [intervalIntegral.integral_const_mul,
    ← intervalIntegral.integral_add_adjacent_intervals (hi (-W) 0) (hi 0 W), ← h]
  ring
```

## (g) A logarithmic lower bound

For $T>0$ and $W\ge0$, bound the response from below:

$$\log\!\left(1+\frac{W}{2T}\right)\le\chi(T,W).$$

**Solution.** For $e>0$, the first bound in (b) at $x=e/(2T)$ gives

$$K_T(e)\ge\frac1e\cdot\frac{e/(2T)}{1+e/(2T)}=\frac{1}{e+2T}.$$

Integrating over $(0,W)$ gives $\log(W+2T)-\log(2T)$, which is the left-hand side.

The proof turns on `intervalIntegral.integral_mono_on_of_le_Ioo`, which compares two integrals from an inequality on the open interval only. The endpoint matters: Lean evaluates $0/0$ as $0$, so at $e=0$ the kernel is $0$ while the comparison function is $1/(2T)$, and the inequality fails there. A single point does not affect the integral, and this lemma never asks about it.

```lean
/-- For `T > 0` and `W ≥ 0` the response of the nested band is at least
`log (1 + W / (2T))`. -/
theorem log_le_nestedResponse {T W : ℝ} (hT : 0 < T) (hW : 0 ≤ W) :
    Real.log (1 + W / (2 * T)) ≤ nestedResponse T W := by
  have hI : ∫ e in (0 : ℝ)..W, (e + 2 * T)⁻¹ = Real.log (1 + W / (2 * T)) := by
    rw [intervalIntegral.integral_comp_add_right (fun x : ℝ => x⁻¹) (2 * T),
      integral_inv_of_pos (by positivity) (by positivity), zero_add, add_div,
      div_self (by positivity), add_comm]
  have hg : IntervalIntegrable (fun e : ℝ => (e + 2 * T)⁻¹) volume 0 W := by
    refine ContinuousOn.intervalIntegrable_of_Icc hW ?_
    refine ContinuousOn.inv₀ (by fun_prop) (fun x hx => ?_)
    have := hx.1
    positivity
  rw [nestedResponse_eq hT, ← hI]
  refine intervalIntegral.integral_mono_on_of_le_Ioo hW hg ((kernel_integrable hT).2 0 W) ?_
  intro e he
  have he0 : 0 < e := he.1
  have hx : 0 ≤ e / (2 * T) := by positivity
  rw [le_div_iff₀ he0]
  calc (e + 2 * T)⁻¹ * e = e / (2 * T) / (1 + e / (2 * T)) := by
        field_simp
        ring
    _ ≤ Real.tanh (e / (2 * T)) := (tanh_bounds hx).1
```

## (h) A matching upper bound

For $0<2T\le W$, bound the response from above:

$$\chi(T,W)\le1+\log\frac{W}{2T}.$$

**Solution.** Split at $e=2T$. Below it, (e) gives $K_T\le1/(2T)$ over a length $2T$, hence a contribution of at most $1$. Above it, $\tanh\le1$ gives $K_T\le1/e$, whose integral is $\log(W/(2T))$. `add_le_add` leaves exactly these two estimates to prove.

```lean
/-- For `0 < 2T ≤ W` the response of the nested band is at most `1 + log (W / (2T))`. -/
theorem nestedResponse_le_log {T W : ℝ} (hT : 0 < T) (hW : 2 * T ≤ W) :
    nestedResponse T W ≤ 1 + Real.log (W / (2 * T)) := by
  have h2 : 0 < 2 * T := by positivity
  obtain ⟨hb, hi⟩ := kernel_integrable hT
  rw [nestedResponse_eq hT,
    ← intervalIntegral.integral_add_adjacent_intervals (hi 0 (2 * T)) (hi (2 * T) W)]
  refine add_le_add ?_ ?_
  · -- thermal window: the kernel is at most `1 / (2T)`
    have h := intervalIntegral.integral_mono_on_of_le_Ioo h2.le (hi 0 (2 * T))
      (intervalIntegrable_const (c := 1 / (2 * T)))
      (fun e _ => (Real.le_norm_self _).trans (hb e))
    rwa [intervalIntegral.integral_const, smul_eq_mul, sub_zero,
      mul_one_div_cancel h2.ne'] at h
  · -- beyond it: the kernel is at most `1 / e`
    have hg : IntervalIntegrable (fun e : ℝ => e⁻¹) volume (2 * T) W := by
      refine ContinuousOn.intervalIntegrable_of_Icc hW ?_
      exact ContinuousOn.inv₀ (by fun_prop) (fun x hx => (h2.trans_le hx.1).ne')
    rw [← integral_inv_of_pos h2 (h2.trans_le hW)]
    refine intervalIntegral.integral_mono_on_of_le_Ioo hW (hi (2 * T) W) hg ?_
    intro e he
    have he0 : 0 < e := h2.trans he.1
    rw [div_le_iff₀ he0, inv_mul_cancel₀ he0.ne']
    exact (tanh_bounds (by positivity)).2.2
```

## (i) The estimate with tanh 1

For $0<2T<W$, deduce

$$\tanh(1)\,\log\frac{W}{2T}\le\int_0^W\frac{\tanh(e/(2T))}{e}\,de.$$

**Solution.** Here $\log(W/(2T))\ge0$ and $\tanh 1\le1$, so the left-hand side is at most $\log(W/(2T))$. This is at most $\log(1+W/(2T))$, and (g) with (f) finishes the chain. The `calc` block has the same links.

```lean
/-- For `0 < 2T < W` the integral of `tanh (e / (2T)) / e` from `0` to `W` is at least
`tanh 1 * log (W / (2T))`. -/
theorem tanh_one_mul_log_le {T W : ℝ} (hT : 0 < T) (hW : 2 * T < W) :
    Real.tanh 1 * Real.log (W / (2 * T)) ≤
      ∫ e in (0 : ℝ)..W, Real.tanh (e / (2 * T)) / e := by
  have h2 : 0 < 2 * T := by positivity
  have hW0 : 0 < W := h2.trans hW
  have hl : 0 ≤ Real.log (W / (2 * T)) := Real.log_nonneg ((one_le_div h2).mpr hW.le)
  rw [← nestedResponse_eq hT]
  calc Real.tanh 1 * Real.log (W / (2 * T)) ≤ 1 * Real.log (W / (2 * T)) :=
        mul_le_mul_of_nonneg_right (tanh_bounds zero_le_one).2.2 hl
    _ = Real.log (W / (2 * T)) := one_mul _
    _ ≤ Real.log (1 + W / (2 * T)) := Real.log_le_log (by positivity) (by linarith)
    _ ≤ nestedResponse T W := log_le_nestedResponse hT hW0.le
```

## (j) Divergence on cooling

For fixed $W>0$, show that

$$\lim_{T\to0^+}\chi(T,W)=+\infty.$$

**Solution.** As $T\to0^+$, $W/(2T)$ grows without bound, and so does $\log(1+W/(2T))$. By (g), $\chi$ lies above it. In the statement, `𝓝[>] 0` means that $T$ approaches zero through positive values, and `atTop` stands for $+\infty$; `tendsto_atTop_mono'` makes the comparison.

In a mean-field treatment this non-interacting $\chi$ is multiplied by a coupling constant, and its growth is the usual signal of a density-wave instability. Whether an ordered phase forms is a question about the interacting system, which this model leaves open.

```lean
/-- For a band of fixed half-width `W > 0` the response of the nested band diverges to
`+∞` as the temperature tends to zero from above. -/
theorem nestedResponse_tendsto_atTop {W : ℝ} (hW : 0 < W) :
    Tendsto (fun T => nestedResponse T W) (𝓝[>] 0) atTop := by
  have h : Tendsto (fun T : ℝ => W / (2 * T)) (𝓝[>] 0) atTop := by
    have h' : Tendsto (fun T : ℝ => W / 2 * T⁻¹) (𝓝[>] 0) atTop :=
      tendsto_inv_nhdsGT_zero.const_mul_atTop (by positivity)
    exact h'.congr (fun T => by ring)
  refine tendsto_atTop_mono' _ ?_
    (Real.tendsto_log_atTop.comp (tendsto_atTop_add_const_left _ 1 h))
  filter_upwards [self_mem_nhdsWithin] with T hT
  exact log_le_nestedResponse hT hW.le

end

end PerfectNesting
```

```lean
#print axioms PerfectNesting.pairResponse_nested
#print axioms PerfectNesting.nestedResponse_le_log
#print axioms PerfectNesting.tanh_one_mul_log_le
#print axioms PerfectNesting.nestedResponse_tendsto_atTop
```

```
'PerfectNesting.pairResponse_nested' depends on axioms: [propext, Classical.choice, Quot.sound]
'PerfectNesting.nestedResponse_le_log' depends on axioms: [propext, Classical.choice, Quot.sound]
'PerfectNesting.tanh_one_mul_log_le' depends on axioms: [propext, Classical.choice, Quot.sound]
'PerfectNesting.nestedResponse_tendsto_atTop' depends on axioms: [propext, Classical.choice, Quot.sound]
```

## Reading a smearing series on a finite mesh

A $k$-point mesh replaces the integral by a sum over discrete levels, say with spacing $h$. If no level sits at $e=0$, the sum tends to a finite value as $T\to0$, so a plateau at small smearing reflects the mesh and not the band. If a level does sit at $e=0$ and is given its limiting value, it contributes $h/(4T)$, which grows faster than the logarithm. The logarithm shows while $h\ll T\ll W$; there each halving of $T$ raises $\chi$ by about $\log2$.
